# Fixed-node energy bounds for a pocket with uncoupled symmetry images

Minimise the energy over too large a region of configuration space, and the result can fall below the fermionic ground energy: on the whole space, the minimiser may be bosonic. A fixed-node calculation in a single pocket needs a guarantee against this. The problems below derive one for finite matrices, assuming that every symmetry operation except the identity carries the pocket to a disjoint image, and that the Hamiltonian does not couple the pocket to these images.

A finite group $G$ permutes the finite set `ι` of configurations, and $H$ is a real matrix on `ι`. The bounds assume that $H$ is invariant under $G$, meaning that $H_{gi,gj}=H_{ij}$ for all $g$, $i$ and $j$.

```lean
import Mathlib

open Matrix

namespace FixedNodePocket

noncomputable section

variable {G ι : Type*} [Group G] [Fintype G] [Fintype ι] [MulAction G ι]
```

The energy of a trial vector is $R_H(v)=v^THv/v^Tv$. A ground energy is a minimum of $R_H$ that is attained in a given class of vectors.

```lean
/-- The Rayleigh quotient of the trial vector `v` for the Hamiltonian matrix `H`. -/
def energy (H : Matrix ι ι ℝ) (v : ι → ℝ) : ℝ := (v ⬝ᵥ H *ᵥ v) / (v ⬝ᵥ v)

/-- `E` is the minimal Rayleigh quotient among the nonzero vectors of the class `S`. -/
def IsGroundEnergy (H : Matrix ι ι ℝ) (S : (ι → ℝ) → Prop) (E : ℝ) : Prop :=
  (∃ v, S v ∧ v ≠ 0 ∧ energy H v = E) ∧ ∀ v, S v → v ≠ 0 → E ≤ energy H v

/-- The vector `v` vanishes outside the set `A` of configurations. -/
def SupportedOn (A : Set ι) (v : ι → ℝ) : Prop := ∀ i, i ∉ A → v i = 0
```

The character $\chi:G\to\{\pm1\}$ selects a sector. For particle permutations, parity gives the fermionic one.

```lean
/-- The sign `χ(g)` as a real number. -/
def sgn (χ : G →* ℤˣ) (g : G) : ℝ := ((χ g : ℤ) : ℝ)

/-- The vector `v` transforms with the sign character: `v (g i) = χ(g) v i`. -/
def InSector (χ : G →* ℤˣ) (v : ι → ℝ) : Prop :=
  ∀ (g : G) (i : ι), v (g • i) = sgn χ g * v i
```

The pocket $P$ is a given set, not constructed from a trial function. The condition on it compares $P$ with $gP$ for $g\ne1$; invariance of $H$ extends it to all pairs of distinct images. Configurations outside every image act as nodes. A region that some $g\ne1$ maps onto itself is excluded; with three or more fermions, even permutations can do this to a nodal pocket.

```lean
/-- The union of all images `gP` of the pocket `P`. -/
def images (G : Type*) {ι : Type*} [Group G] [MulAction G ι] (P : Set ι) : Set ι :=
  {i | ∃ g : G, ∃ j ∈ P, i = g • j}

/-- For every `g ≠ 1` the image `gP` is disjoint from `P`, and `H` has no nonzero entry with row in
`P` and column in `gP`. -/
def IsPocket (G : Type*) {ι : Type*} [Group G] [MulAction G ι]
    (H : Matrix ι ι ℝ) (P : Set ι) : Prop :=
  ∀ g : G, g ≠ 1 → ∀ i ∈ P, ∀ j ∈ P, i ≠ g • j ∧ H i (g • j) = 0
```

## (a) The square of a sign

Show that $\chi(g)^2=1$.

**Solution.** The value $\chi(g)$ is $1$ or $-1$; Lean checks both cases.

```lean
omit [Fintype G] in
/-- The sign of a group element squares to one. -/
theorem sgn_mul_self (χ : G →* ℤˣ) (g : G) : sgn χ g * sgn χ g = 1 := by
  rcases Int.units_eq_one_or (χ g) with h | h <;> simp [sgn, h]
```

## (b) Summing an invariant function

Let $gP$ be disjoint from $P$ for every $g\ne1$, and let $f_{gi}=f_i$, with $f=0$ off the images. Show that
$$\sum_i f_i=|G|\sum_{i\in P}f_i.$$

**Solution.** Let $i=gj$ with $j\in P$. If $hi\in P$, then $hg$ maps $j$ into $P$, so $hg=1$. Exactly one $h$ therefore brings $i$ back to $P$, and
$$f_i=\sum_{h\in G}\mathbf 1_P(hi)\,f_{hi}.$$
Off the images both sides vanish. Sum over $i$ and exchange the sums: each $h$ permutes the configurations, so it contributes $\sum_{i\in P}f_i$.

The formula for $f_i$ is `key`. The proof turns on `Equiv.sum_comp`, which says that a sum is unchanged when its index runs through a bijection. `MulAction.toPerm g` supplies that bijection, $i\mapsto gi$ with inverse $i\mapsto g^{-1}i$.

```lean
/-- A `G`-invariant function that vanishes off the disjoint images of `P` sums to
`|G|` times its sum over `P`. -/
theorem sum_images {P : Set ι} (hd : ∀ g : G, g ≠ 1 → ∀ i ∈ P, ∀ j ∈ P, i ≠ g • j)
    (f : ι → ℝ) (hf : ∀ (g : G) i, f (g • i) = f i) (h0 : ∀ i, i ∉ images G P → f i = 0) :
    ∑ i, f i = (Fintype.card G : ℝ) * ∑ i, P.indicator f i := by
  -- exactly one group element brings a point of the images back to the pocket
  have key : ∀ i, f i = ∑ g : G, P.indicator f (g • i) := by
    intro i
    by_cases hi : i ∈ images G P
    · obtain ⟨g, j, hj, rfl⟩ := hi
      rw [Finset.sum_eq_single g⁻¹]
      · rw [inv_smul_smul, Set.indicator_of_mem hj, hf]
      · intro b _ hb
        exact Set.indicator_of_notMem (fun hm => hd (b * g)
          (fun h => hb (eq_inv_of_mul_eq_one_left h)) _ hm j hj (smul_smul b g j)) f
      · intro h; exact absurd (Finset.mem_univ _) h
    · rw [h0 i hi]
      exact (Finset.sum_eq_zero fun g _ => Set.indicator_of_notMem
        (fun hm => hi ⟨g⁻¹, g • i, hm, (inv_smul_smul g i).symm⟩) f).symm
  calc ∑ i, f i = ∑ i, ∑ g : G, P.indicator f (g • i) :=
        Finset.sum_congr rfl fun i _ => key i
    _ = ∑ g : G, ∑ i, P.indicator f (g • i) := Finset.sum_comm
    _ = ∑ _g : G, ∑ i, P.indicator f i := Finset.sum_congr rfl fun g _ =>
        Equiv.sum_comp (MulAction.toPerm g) (P.indicator f)
    _ = _ := by rw [Finset.sum_const, Finset.card_univ, nsmul_eq_mul]
```

## (c) Quadratic forms on the pocket

Let the images of $P$ be disjoint as in (b), let $M$ be $G$-invariant with no coupling from $P$ to its other images, and let $w$ be a sector vector supported on the images. Write $w_P$ for its restriction to $P$, extended by zero (`P.indicator w`). Show that
$$w^TMw=|G|\,w_P^TMw_P.$$

**Solution.** Relabelling the sum gives
$$(Mw)_{gi}=\sum_j M_{gi,gj}w_{gj}=\chi(g)(Mw)_i,$$
which is `hMw`. By (a), $f_i=w_i(Mw)_i$ is invariant, so (b) applies:
$$w^TMw=|G|\sum_{i\in P}w_i\sum_jM_{ij}w_j.$$
For $j\notin P$, either $j$ lies in another image and $M_{ij}=0$, or $w_j=0$. Only $j\in P$ remains.

```lean
/-- For a sector vector on the images, the quadratic form of an invariant matrix that does not
couple `P` to its other images is `|G|` times its value on the restriction to `P`. -/
theorem form_restrict {P : Set ι} {M : Matrix ι ι ℝ} {χ : G →* ℤˣ} {w : ι → ℝ}
    (hd : ∀ g : G, g ≠ 1 → ∀ i ∈ P, ∀ j ∈ P, i ≠ g • j)
    (hM : ∀ (g : G) i j, M (g • i) (g • j) = M i j)
    (hu : ∀ g : G, g ≠ 1 → ∀ i ∈ P, ∀ j ∈ P, M i (g • j) = 0)
    (hw : InSector χ w) (hs : SupportedOn (images G P) w) :
    w ⬝ᵥ M *ᵥ w = (Fintype.card G : ℝ) * (P.indicator w ⬝ᵥ M *ᵥ P.indicator w) := by
  -- the matrix preserves the sector
  have hMw : ∀ (g : G) i, (M *ᵥ w) (g • i) = sgn χ g * (M *ᵥ w) i := by
    intro g i
    show ∑ j, M (g • i) j * w j = sgn χ g * ∑ j, M i j * w j
    refine (Equiv.sum_comp (MulAction.toPerm g) (fun j => M (g • i) j * w j)).symm.trans ?_
    rw [Finset.mul_sum]
    refine Finset.sum_congr rfl fun j _ => ?_
    show M (g • i) (g • j) * w (g • j) = _
    rw [hM, hw g j]; ring
  refine (sum_images hd (fun i => w i * (M *ᵥ w) i) (fun g i => ?_) (fun i hi => ?_)).trans ?_
  · show w (g • i) * (M *ᵥ w) (g • i) = w i * (M *ᵥ w) i
    rw [hw g i, hMw]
    linear_combination (w i * (M *ᵥ w) i) * sgn_mul_self χ g
  · exact mul_eq_zero_of_left (hs i hi) _
  · congr 1
    refine Finset.sum_congr rfl fun i _ => ?_
    by_cases hi : i ∈ P
    · rw [Set.indicator_of_mem hi, Set.indicator_of_mem hi]
      congr 1
      -- seen from the pocket, the other images are invisible
      refine Finset.sum_congr rfl fun j _ => ?_
      by_cases hj : j ∈ P
      · rw [Set.indicator_of_mem hj]
      · rw [Set.indicator_of_notMem hj, mul_zero]
        by_cases hJ : j ∈ images G P
        · obtain ⟨g, k, hk, rfl⟩ := hJ
          have hg : g ≠ 1 := by
            rintro rfl
            exact hj (by rwa [one_smul])
          exact mul_eq_zero_of_left (hu g hg i hi k hk) _
        · exact mul_eq_zero_of_right _ (hs j hJ)
    · rw [Set.indicator_of_notMem hi, Set.indicator_of_notMem hi, zero_mul]
```

## (d) Energy of the restriction

For $w$ as in (c), now nonzero, and $H$ invariant with pocket $P$, show that $R_H(w)=R_H(w_P)$.

**Solution.** Apply (c) to $H$ and to the identity matrix, which does not couple disjoint images. The second case gives $w^Tw=|G|\,w_P^Tw_P$, so $w_P\neq0$, and $|G|$ cancels in the quotient. Lean also admits $w=0$, where both quotients are $0/0=0$.

```lean
/-- A sector vector supported on the images has the same energy as its restriction to `P`. -/
theorem energy_restrict {P : Set ι} {H : Matrix ι ι ℝ} {χ : G →* ℤˣ} {w : ι → ℝ}
    (hH : ∀ (g : G) i j, H (g • i) (g • j) = H i j) (hP : IsPocket G H P)
    (hw : InSector χ w) (hs : SupportedOn (images G P) w) :
    energy H w = energy H (P.indicator w) := by
  classical
  have hd : ∀ g : G, g ≠ 1 → ∀ i ∈ P, ∀ j ∈ P, i ≠ g • j :=
    fun g hg i hi j hj => (hP g hg i hi j hj).1
  -- the squared norm is the quadratic form of the identity matrix
  have h1 := form_restrict (M := (1 : Matrix ι ι ℝ)) hd
    (fun g i j => by simp [Matrix.one_apply])
    (fun g hg i hi j hj => Matrix.one_apply_ne (hd g hg i hi j hj)) hw hs
  rw [Matrix.one_mulVec, Matrix.one_mulVec] at h1
  have hc : (Fintype.card G : ℝ) ≠ 0 := Nat.cast_ne_zero.2 Fintype.card_ne_zero
  rw [energy, energy, form_restrict hd hH (fun g hg i hi j hj => (hP g hg i hi j hj).2) hw hs,
    h1, mul_div_mul_left _ _ hc]
```

## (e) Extending a pocket vector

Given $v\ne0$ supported on $P$, find a nonzero sector vector $w$ on the images with $R_H(w)=R_H(v)$.

**Solution.** Take $w_i=\sum_g\chi(g)v_{gi}$. Substituting $g'=gh$ gives
$$w_{hi}=\sum_{g'}\chi(g')\chi(h)v_{g'i}=\chi(h)w_i.$$
A nonzero term needs $gi\in P$, so $w$ lives on the images. For $i\in P$ only $g=1$ contributes, hence $w_P=v$ (`hr`). Thus $w\neq0$, and (d) gives the energy. If $v$ is normalised, $w/\sqrt{|G|}$ is too.

```lean
/-- For every nonzero pocket vector there is a nonzero sector vector, supported on the images,
with the same energy. -/
theorem exists_extension {P : Set ι} {H : Matrix ι ι ℝ} (χ : G →* ℤˣ) {v : ι → ℝ}
    (hH : ∀ (g : G) i j, H (g • i) (g • j) = H i j) (hP : IsPocket G H P)
    (hv : SupportedOn P v) (h0 : v ≠ 0) :
    ∃ w, InSector χ w ∧ SupportedOn (images G P) w ∧ w ≠ 0 ∧ energy H w = energy H v := by
  -- the signed sum over the group
  let w : ι → ℝ := fun i => ∑ g : G, sgn χ g * v (g • i)
  have hw : InSector χ w := by
    intro h i
    show ∑ g : G, sgn χ g * v (g • h • i) = sgn χ h * ∑ g : G, sgn χ g * v (g • i)
    rw [Finset.mul_sum]
    refine Eq.trans ?_ (Equiv.sum_comp (Equiv.mulRight h)
      (fun g => sgn χ h * (sgn χ g * v (g • i))))
    refine Finset.sum_congr rfl fun g _ => ?_
    show sgn χ g * v (g • h • i) = sgn χ h * (sgn χ (g * h) * v ((g * h) • i))
    have hm : sgn χ (g * h) = sgn χ g * sgn χ h := by simp [sgn]
    rw [hm, mul_smul]
    linear_combination (-(sgn χ g * v (g • h • i))) * sgn_mul_self χ h
  have hs : SupportedOn (images G P) w := fun i hi => Finset.sum_eq_zero fun g _ =>
    mul_eq_zero_of_right _
      (hv (g • i) fun hm => hi ⟨g⁻¹, g • i, hm, (inv_smul_smul g i).symm⟩)
  have hr : P.indicator w = v := by
    funext i
    by_cases hi : i ∈ P
    · rw [Set.indicator_of_mem hi]
      show ∑ g : G, sgn χ g * v (g • i) = v i
      rw [Finset.sum_eq_single (1 : G)]
      · simp [sgn]
      · intro g _ hg
        rw [hv (g • i) fun hm => (hP g hg _ hm i hi).1 rfl, mul_zero]
      · intro h; exact absurd (Finset.mem_univ _) h
    · rw [Set.indicator_of_notMem hi, hv i hi]
  refine ⟨w, hw, hs, fun h => h0 ?_, by rw [energy_restrict hH hP hw hs, hr]⟩
  rw [← hr, h]
  funext i
  by_cases hi : i ∈ P <;> simp [hi]
```

## (f) The two bounds

Let $E_P$ and $E_\chi$ be the ground energies of the pocket and the sector. Show that
$$E_\chi\le E_P\le R_H(w)$$
for every nonzero sector vector $w$ supported on the images.

**Solution.** Extend a pocket minimiser by (e); its energy $E_P$ is at least $E_\chi$. Conversely, $w_P$ is a nonzero pocket vector, so $E_P\le R_H(w_P)=R_H(w)$ by (d).

That both minima are attained is assumed, through `hEP` and `hEχ`; the first also forces $P$ to be nonempty. With infima instead, it would be enough to assume that $P$ is nonempty, but attainment would then have to be proved for (g), for instance by compactness. Symmetry of $H$ is not required, though it makes $E_\chi$ the sector's lowest eigenvalue.

```lean
/-- Fixed-node bounds: the pocket minimum is at least the minimum of the `χ` sector and at most the
energy of every nonzero sector vector supported on the images of the pocket. -/
theorem fixed_node_bounds {P : Set ι} {H : Matrix ι ι ℝ} {χ : G →* ℤˣ} {EP Eχ : ℝ}
    (hH : ∀ (g : G) i j, H (g • i) (g • j) = H i j) (hP : IsPocket G H P)
    (hEP : IsGroundEnergy H (SupportedOn P) EP) (hEχ : IsGroundEnergy H (InSector χ) Eχ) :
    Eχ ≤ EP ∧ ∀ w, InSector χ w → SupportedOn (images G P) w → w ≠ 0 → EP ≤ energy H w := by
  constructor
  · obtain ⟨v, hv, h0, he⟩ := hEP.1
    obtain ⟨w, hw, _, hw0, hE⟩ := exists_extension χ hH hP hv h0
    exact (hEχ.2 w hw hw0).trans_eq (hE.trans he)
  · intro w hw hs h0
    rw [energy_restrict hH hP hw hs]
    refine hEP.2 _ (fun i hi => Set.indicator_of_notMem hi w) fun hz => h0 ?_
    -- a sector vector on the images is determined by its values in the pocket
    funext i
    by_cases hi : i ∈ images G P
    · obtain ⟨g, j, hj, rfl⟩ := hi
      have hj0 := congrFun hz j
      rw [Set.indicator_of_mem hj] at hj0
      rw [hw g j, hj0]; simp
    · exact hs i hi
```

## (g) When the pocket energy is exact

Show that $E_P=E_\chi$ exactly when some sector minimiser is supported on the images.

**Solution.** If the energies agree, the extension of a pocket minimiser is such a vector. Conversely, such a $w$ gives $E_P\le R_H(w)=E_\chi$, and (f) supplies the other inequality.

```lean
/-- The pocket minimum equals the sector minimum exactly when some sector minimizer is
supported on the images of the pocket. -/
theorem fixed_node_exact_iff {P : Set ι} {H : Matrix ι ι ℝ} {χ : G →* ℤˣ} {EP Eχ : ℝ}
    (hH : ∀ (g : G) i j, H (g • i) (g • j) = H i j) (hP : IsPocket G H P)
    (hEP : IsGroundEnergy H (SupportedOn P) EP) (hEχ : IsGroundEnergy H (InSector χ) Eχ) :
    EP = Eχ ↔
      ∃ w, InSector χ w ∧ SupportedOn (images G P) w ∧ w ≠ 0 ∧ energy H w = Eχ := by
  constructor
  · intro h
    obtain ⟨v, hv, h0, he⟩ := hEP.1
    obtain ⟨w, hw, hs, hw0, hE⟩ := exists_extension χ hH hP hv h0
    exact ⟨w, hw, hs, hw0, hE.trans (he.trans h)⟩
  · rintro ⟨w, hw, hs, h0, he⟩
    have hb := fixed_node_bounds hH hP hEP hEχ
    exact le_antisymm ((hb.2 w hw hs h0).trans_eq he) hb.1
```

## (h) A six-site ring

Sites $0,\dots,5$ form a ring with hopping amplitude $-1$, and $G=\{\pm1\}$ acts by $i\mapsto\pm i$.

```lean
/-- Nearest-neighbour hopping with amplitude `-1` on a ring of six sites. -/
def sixRing : Matrix (ZMod 6) (ZMod 6) ℝ :=
  fun i j => if i = j + 1 ∨ j = i + 1 then -1 else 0
```

Show that $H_{gi,gj}=H_{ij}$ and that $P=\{1,2\}$ is a pocket.

**Solution.** Reflection preserves neighbours. It sends $P$ to $\{5,4\}$, which is disjoint from $P$ and has no site adjacent to it; sites $0$ and $3$ separate the two. Lean settles these finite checks with `decide`.

```lean
/-- Hopping on the six-site ring is invariant under the sign group acting by `i ↦ ±i`, and the
sites `1, 2` form a pocket. -/
theorem sixRing_witness :
    (∀ (g : ℤˣ) (i j : ZMod 6), sixRing (g • i) (g • j) = sixRing i j) ∧
    IsPocket ℤˣ sixRing {1, 2} := by
  have hneg : ∀ i : ZMod 6, (-1 : ℤˣ) • i = -i := by
    intro i; simp [Units.smul_def]
  have hn : ∀ i j : ZMod 6, (-i = -j + 1 ∨ -j = -i + 1) ↔ (i = j + 1 ∨ j = i + 1) := by
    decide
  have hd : ∀ i j : ZMod 6, (i = 1 ∨ i = 2) → (j = 1 ∨ j = 2) →
      i ≠ -j ∧ ¬(i = -j + 1 ∨ -j = i + 1) := by
    decide
  refine ⟨fun g i j => ?_, fun g hg i hi j hj => ?_⟩
  · rcases Int.units_eq_one_or g with rfl | rfl
    · rw [one_smul, one_smul]
    · rw [hneg, hneg]
      exact if_congr (hn i j) rfl rfl
  · rcases Int.units_eq_one_or g with rfl | rfl
    · exact absurd rfl hg
    · rw [hneg]
      exact ⟨(hd i j hi hj).1, if_neg (hd i j hi hj).2⟩

end

end FixedNodePocket
```

```lean
#print axioms FixedNodePocket.fixed_node_bounds
-- 'FixedNodePocket.fixed_node_bounds' depends on axioms: [propext, Classical.choice, Quot.sound]
#print axioms FixedNodePocket.fixed_node_exact_iff
-- 'FixedNodePocket.fixed_node_exact_iff' depends on axioms: [propext, Classical.choice, Quot.sound]
```
